# Holstein–Primakoff matrices on N + 1 levels obey the spin-N/2 algebra exactly

For every natural number $N$, the Holstein–Primakoff matrices on the boson levels $0,\dots,N$ satisfy

$$[S^+,S^-]=2S^z,\qquad [S^z,S^+]=S^+,\qquad (S^z)^2+\tfrac12(S^+S^-+S^-S^+)=\tfrac N2\left(\tfrac N2+1\right).$$

Here $S^+=\sqrt{N-n}\,a$, $S^-$ is its transpose and $S^z=N/2-n$, where $a$ lowers the boson number $n$ by one. The units have $\hbar=1$, and the spin is $S=N/2$. Linear spin-wave theory commonly starts from the same formulas, with untruncated bosons on every site of a lattice and the $z$ axis along that site's classical spin direction. The matrices below describe a single site, with no Hamiltonian and hence no dispersion relation.

## The boson ladder and the spin matrices

In Lean 4 with Mathlib:

```lean
import Mathlib

open Matrix

namespace HolsteinPrimakoff

noncomputable section
```

These lines load the mathematical library Mathlib and make the notation `ᵀ` for the transpose available.

```lean
/-- The boson annihilation matrix on the levels `0, …, N`, with entries `√k` at `(k-1, k)`. -/
def annihilation (N : ℕ) : Matrix (Fin (N + 1)) (Fin (N + 1)) ℝ :=
  Matrix.of fun i j => if (i : ℕ) + 1 = (j : ℕ) then Real.sqrt ((j : ℕ) : ℝ) else 0
```

The type `Fin (N + 1)` contains the numbers $0,\dots,N$, so `annihilation N` is a real $(N+1)\times(N+1)$ matrix whose rows and columns are labelled by the boson number. Its entries are

$$a_{ij}=\begin{cases}\sqrt j & \text{if } i+1=j,\\ 0&\text{otherwise.}\end{cases}$$

This is the usual $a|j\rangle=\sqrt j\,|j-1\rangle$. The notation `(i : ℕ)` reads the label as an ordinary natural number. Since all entries are real, the transpose is the Hermitian conjugate, and `(annihilation N)ᵀ` is $a^\dagger$.

The customary transformation uses canonical bosons on an unbounded ladder. Here only the lowest $N+1$ levels exist, as many as a spin $N/2$ has states.

```lean
/-- The function `g(n)` of the boson number: the diagonal matrix with entries `g(k)`. -/
def ofNumber (N : ℕ) (g : ℝ → ℝ) : Matrix (Fin (N + 1)) (Fin (N + 1)) ℝ :=
  Matrix.diagonal fun k => g ((k : ℕ) : ℝ)
```

A function $g(n)$ of the boson number is the diagonal matrix with entries $g(0),\dots,g(N)$. The number operator itself is the case $g(x)=x$.

```lean
/-- The Holstein-Primakoff raising operator `S+ = √(N - n) a`. -/
def spinPlus (N : ℕ) : Matrix (Fin (N + 1)) (Fin (N + 1)) ℝ :=
  ofNumber N (fun x => Real.sqrt ((N : ℝ) - x)) * annihilation N
```

This is $S^+=\sqrt{N-n}\,a$. Level $k$ stands for the spin state with projection $N/2-k$, so removing a boson raises the projection.

The order of the two factors matters. If the root is written on the right, as $a\sqrt{N-n}$, it acts before the boson is removed and vanishes on the top level, which is then cut off from the rest. For $N=1$ that product is the zero matrix, whereas the correct $S^+$ has the entry $1$ at position $(0,1)$.

```lean
/-- The lowering operator `S-`, the transpose of `S+`. -/
def spinMinus (N : ℕ) : Matrix (Fin (N + 1)) (Fin (N + 1)) ℝ :=
  (spinPlus N)ᵀ
```

Transposing reverses the order of the product, so $S^-=a^\dagger\sqrt{N-n}$. On the top level the root is zero, and $S^-$ never asks for a level $N+1$.

```lean
/-- The spin projection `Sz = N/2 - n`. -/
def spinZ (N : ℕ) : Matrix (Fin (N + 1)) (Fin (N + 1)) ℝ :=
  ofNumber N (fun x => (N : ℝ) / 2 - x)
```

The projection $S^z=N/2-n$ runs from $N/2$ on the boson vacuum down to $-N/2$ on level $N$.

## Products of ladder matrices with a top level

```lean
/-- Moving a function of the boson number through the ladder operators:
`a† g(n) a = n g(n - 1)`. -/
theorem creation_ofNumber_annihilation (N : ℕ) (g : ℝ → ℝ) :
    (annihilation N)ᵀ * ofNumber N g * annihilation N
      = ofNumber N (fun x => x * g (x - 1)) := by
  ext i j
  rw [Matrix.mul_apply]
  simp only [ofNumber, Matrix.mul_diagonal, Matrix.transpose_apply, annihilation,
    Matrix.of_apply, Matrix.diagonal_apply]
  by_cases hij : i = j
  · subst hij
    obtain ⟨i, hi⟩ := i
    cases i with
    | zero => simp
    | succ m =>
      -- only the intermediate level `m` contributes
      rw [Finset.sum_eq_single (⟨m, by omega⟩ : Fin (N + 1))]
      · have hs := Real.mul_self_sqrt (Nat.cast_nonneg (α := ℝ) (m + 1))
        simp only [↓reduceIte]
        push_cast at hs ⊢
        rw [add_sub_cancel_right]
        linear_combination g (m : ℝ) * hs
      · intro k _ hk
        have h' : ¬ ((k : ℕ) = m) := fun e => hk (Fin.ext e)
        simp [h']
      · intro h'
        exact absurd (Finset.mem_univ _) h'
  · rw [if_neg hij]
    apply Finset.sum_eq_zero
    intro k _
    by_cases h : (k : ℕ) + 1 = (i : ℕ)
    · have h' : ¬ ((k : ℕ) + 1 = (j : ℕ)) := fun e => hij (Fin.ext (by omega))
      rw [if_neg h', mul_zero]
    · rw [if_neg h, zero_mul, zero_mul]
```

The statement is $a^\dagger g(n)\,a=n\,g(n-1)$ for every real function $g$. By hand, the matrix product reads

$$(a^\dagger g(n)a)_{ij}=\sum_k a_{ki}\,g(k)\,a_{kj}.$$

A term survives only if $k+1=i$ and $k+1=j$, so the result is diagonal. For $i=j=m+1$ the one surviving term is $k=m$, with value $\sqrt{m+1}\,g(m)\sqrt{m+1}=(m+1)g(m)$. For $i=j=0$ no term survives, and the right-hand side is $0\cdot g(-1)=0$. The cutoff does no harm, because the intermediate level lies below the starting one.

The proof follows these cases. The command `ext i j` reduces equality of matrices to equality of entries, `by_cases hij : i = j` separates the diagonal from the rest, and `Finset.sum_eq_single` keeps the single term $k=m$. The fact `hs` says that $\sqrt{m+1}$ squared is $m+1$; `linear_combination` multiplies it by $g(m)$ and checks that this gives the goal.

```lean
/-- On the truncated space `a a†` is diagonal with entries `1, …, N, 0`. -/
theorem annihilation_mul_creation (N : ℕ) :
    annihilation N * (annihilation N)ᵀ
      = Matrix.diagonal fun k : Fin (N + 1) =>
          if (k : ℕ) < N then ((k : ℕ) : ℝ) + 1 else 0 := by
  ext i j
  rw [Matrix.mul_apply]
  simp only [Matrix.transpose_apply, annihilation, Matrix.of_apply, Matrix.diagonal_apply]
  by_cases hij : i = j
  · subst hij
    rw [if_pos rfl]
    by_cases h : (i : ℕ) < N
    · rw [if_pos h, Finset.sum_eq_single (⟨(i : ℕ) + 1, by omega⟩ : Fin (N + 1))]
      · have hs := Real.mul_self_sqrt (Nat.cast_nonneg (α := ℝ) ((i : ℕ) + 1))
        simp only [↓reduceIte]
        exact hs.trans (Nat.cast_succ _)
      · intro k _ hk
        have h' : ¬ ((i : ℕ) + 1 = (k : ℕ)) := fun e => hk (Fin.ext e.symm)
        rw [if_neg h', mul_zero]
      · intro h'
        exact absurd (Finset.mem_univ _) h'
    · -- the top level has no level above it
      rw [if_neg h]
      apply Finset.sum_eq_zero
      intro k _
      have hk := k.isLt
      have h' : ¬ ((i : ℕ) + 1 = (k : ℕ)) := by omega
      rw [if_neg h', mul_zero]
  · rw [if_neg hij]
    apply Finset.sum_eq_zero
    intro k _
    by_cases h : (i : ℕ) + 1 = (k : ℕ)
    · have h' : ¬ ((j : ℕ) + 1 = (k : ℕ)) := fun e => hij (Fin.ext (by omega))
      rw [if_neg h', mul_zero]
    · rw [if_neg h, zero_mul]
```

In the other order the intermediate level lies above, and the cutoff is felt:

$$(aa^\dagger)_{ij}=\sum_k a_{ik}a_{jk}.$$

A term needs $k=i+1=j+1$. For $i=j<N$ it contributes $i+1$; for $i=j=N$ there is no such $k$. Hence $aa^\dagger=\mathrm{diag}(1,\dots,N,0)$. The proof makes the same case distinction, and `omega` settles the integer inequalities.

```lean
/-- The truncated bosons satisfy `[a, a†] = diag(1, …, 1, -N)`. -/
theorem truncated_boson_commutator (N : ℕ) :
    annihilation N * (annihilation N)ᵀ - (annihilation N)ᵀ * annihilation N
      = Matrix.diagonal fun k : Fin (N + 1) =>
          if (k : ℕ) < N then (1 : ℝ) else -(N : ℝ) := by
  have hn : (annihilation N)ᵀ * annihilation N = ofNumber N (fun x => x) := by
    have h := creation_ofNumber_annihilation N (fun _ => 1)
    simpa [ofNumber] using h
  rw [hn, annihilation_mul_creation]
  ext i j
  simp only [ofNumber, Matrix.sub_apply, Matrix.diagonal_apply]
  by_cases hij : i = j
  · subst hij
    simp only [↓reduceIte]
    by_cases h : (i : ℕ) < N
    · simp only [if_pos h]
      ring
    · have hi : ((i : ℕ) : ℝ) = N := by
        have := i.isLt
        exact_mod_cast (by omega : (i : ℕ) = N)
      simp only [if_neg h]
      linear_combination -hi
  · simp [hij]
```

Taking $g=1$ in the first product rule gives $a^\dagger a=n$, which is the auxiliary fact `hn`. Subtracting, every level $k<N$ gives $(k+1)-k=1$, while the top level gives $0-N$:

$$[a,a^\dagger]=\mathrm{diag}(1,\dots,1,-N).$$

The truncated bosons are therefore not canonical. The last entry also makes the trace vanish, as it must for a commutator of finite matrices.

## The spin relations

```lean
/-- In terms of the boson number, `S+ S- = (N - n)(n + 1)`. -/
theorem spinPlus_mul_spinMinus (N : ℕ) :
    spinPlus N * spinMinus N = ofNumber N (fun x => ((N : ℝ) - x) * (x + 1)) := by
  simp only [spinMinus, spinPlus, ofNumber, Matrix.transpose_mul, Matrix.diagonal_transpose]
  rw [Matrix.mul_assoc, ← Matrix.mul_assoc (annihilation N), annihilation_mul_creation,
    Matrix.diagonal_mul_diagonal, Matrix.diagonal_mul_diagonal]
  refine congrArg Matrix.diagonal (funext fun k => ?_)
  have hk : ((k : ℕ) : ℝ) ≤ N := by exact_mod_cast Nat.le_of_lt_succ k.isLt
  have hs := Real.mul_self_sqrt (sub_nonneg.mpr hk)
  by_cases h : (k : ℕ) < N
  · simp only [if_pos h]
    linear_combination (((k : ℕ) : ℝ) + 1) * hs
  · -- at the cutoff `n = N` both sides vanish
    have hi : ((k : ℕ) : ℝ) = N := le_antisymm hk (by exact_mod_cast not_lt.mp h)
    simp only [if_neg h]
    linear_combination (((k : ℕ) : ℝ) + 1) * hi
```

By hand,

$$S^+S^-=\sqrt{N-n}\;aa^\dagger\sqrt{N-n}.$$

All three factors are diagonal. On a level $k<N$ the product is $(N-k)(k+1)$. On level $N$ it is zero, and so is $(N-N)(N+1)$. The formula $S^+S^-=(N-n)(n+1)$ thus holds on all levels: the root vanishes exactly where $aa^\dagger$ departs from $n+1$.

In the proof, `Matrix.mul_assoc` brings $aa^\dagger$ together so that the previous result applies. The fact `hk` records $k\le N$, which makes $N-k$ non-negative and allows the root to be squared in `hs`. The two cases are then closed separately.

```lean
/-- In terms of the boson number, `S- S+ = n (N - n + 1)`. -/
theorem spinMinus_mul_spinPlus (N : ℕ) :
    spinMinus N * spinPlus N = ofNumber N (fun x => x * ((N : ℝ) - x + 1)) := by
  have hD : ofNumber N (fun x => Real.sqrt ((N : ℝ) - x))
      * ofNumber N (fun x => Real.sqrt ((N : ℝ) - x)) = ofNumber N (fun x => (N : ℝ) - x) := by
    simp only [ofNumber, Matrix.diagonal_mul_diagonal]
    refine congrArg Matrix.diagonal (funext fun k => ?_)
    have hk : ((k : ℕ) : ℝ) ≤ N := by exact_mod_cast Nat.le_of_lt_succ k.isLt
    exact Real.mul_self_sqrt (sub_nonneg.mpr hk)
  have hS : spinMinus N * spinPlus N = (annihilation N)ᵀ
      * (ofNumber N (fun x => Real.sqrt ((N : ℝ) - x))
        * ofNumber N (fun x => Real.sqrt ((N : ℝ) - x))) * annihilation N := by
    simp only [spinMinus, spinPlus, ofNumber, Matrix.transpose_mul,
      Matrix.diagonal_transpose, Matrix.mul_assoc]
  rw [hS, hD, creation_ofNumber_annihilation]
  refine congrArg (ofNumber N) (funext fun x => ?_)
  show x * ((N : ℝ) - (x - 1)) = x * ((N : ℝ) - x + 1)
  ring
```

Here the two roots meet in the middle, and the first product rule applies with $g(x)=N-x$:

$$S^-S^+=a^\dagger(N-n)\,a=n\,\bigl(N-(n-1)\bigr)=n(N-n+1).$$

The auxiliary fact `hD` squares the root, `hS` regroups the product, and `ring` does the last piece of algebra.

```lean
/-- The Holstein-Primakoff operators on `N + 1` levels satisfy `[S+, S-] = 2 Sz`,
`[Sz, S+] = S+` and `Sz² + (S+ S- + S- S+)/2 = (N/2)(N/2 + 1)`. -/
theorem holstein_primakoff (N : ℕ) :
    spinPlus N * spinMinus N - spinMinus N * spinPlus N = (2 : ℝ) • spinZ N ∧
    spinZ N * spinPlus N - spinPlus N * spinZ N = spinPlus N ∧
    spinZ N * spinZ N
        + (1 / 2 : ℝ) • (spinPlus N * spinMinus N + spinMinus N * spinPlus N)
      = ((N : ℝ) / 2 * ((N : ℝ) / 2 + 1)) •
        (1 : Matrix (Fin (N + 1)) (Fin (N + 1)) ℝ) := by
  refine ⟨?_, ?_, ?_⟩
  · rw [spinPlus_mul_spinMinus, spinMinus_mul_spinPlus]
    ext i j
    simp only [spinZ, ofNumber, Matrix.sub_apply, Matrix.smul_apply, Matrix.diagonal_apply,
      smul_eq_mul]
    split_ifs <;> ring
  · ext i j
    simp only [spinZ, spinPlus, ofNumber, Matrix.sub_apply, Matrix.diagonal_mul,
      Matrix.mul_diagonal, annihilation, Matrix.of_apply]
    split_ifs with h
    · -- `S+` connects level `j = i + 1` to level `i`
      have hj : ((j : ℕ) : ℝ) = ((i : ℕ) : ℝ) + 1 := by exact_mod_cast h.symm
      linear_combination
        (Real.sqrt ((N : ℝ) - ((i : ℕ) : ℝ)) * Real.sqrt ((j : ℕ) : ℝ)) * hj
    · ring
  · rw [spinPlus_mul_spinMinus, spinMinus_mul_spinPlus]
    ext i j
    simp only [spinZ, ofNumber, Matrix.diagonal_mul_diagonal, Matrix.add_apply,
      Matrix.smul_apply, Matrix.diagonal_apply, Matrix.one_apply, smul_eq_mul]
    split_ifs <;> ring
```

The symbol `∧` joins the three relations into one theorem, `•` multiplies a matrix by a number, and the final `1` is the identity matrix. There is no condition on $N$. At $N=0$ there is one level, all three spin matrices are zero, and the relations describe spin zero.

For the first relation, subtract the two diagonal forms:

$$(N-n)(n+1)-n(N-n+1)=N-2n=2S^z.$$

For the second, take the entry $(i,j)$. Since $S^z$ is diagonal,

$$[S^z,S^+]_{ij}=\Bigl(\tfrac N2-i-\tfrac N2+j\Bigr)S^+_{ij}=(j-i)\,S^+_{ij}.$$

The entry $S^+_{ij}$ is non-zero only for $j=i+1$, where the prefactor is $1$. Transposing this relation gives the remaining one, $[S^z,S^-]=-S^-$, which is not listed separately in the theorem.

For the third, half the sum of the two diagonal forms is

$$\tfrac12\bigl[(N-n)(n+1)+n(N-n+1)\bigr]=nN-n^2+\tfrac N2.$$

Adding $(S^z)^2=\tfrac{N^2}{4}-nN+n^2$ removes every term in $n$ and leaves $\tfrac{N^2}{4}+\tfrac N2=\tfrac N2(\tfrac N2+1)$. This is the total spin squared, $S(S+1)$ with $S=N/2$.

The proof has one block for each relation. The first and third insert the two diagonal forms, compare entries, and leave the polynomial identities to `ring`. The second uses `hj`, which states $j=i+1$ as an equation between real numbers.

For a simulation that stores $N+1$ boson levels for a single spin, this means that the cutoff introduces no error into these relations, provided that the full square root is kept.

## Replacing the square root by a constant

```lean
/-- On the levels `0, …, N`, the operators `√N a` and `√N a†`, with commutator `N [a, a†]`, satisfy
the spin relation `[S+, S-] = 2 Sz` exactly when `N ≤ 1`. -/
theorem linearised_commutator_iff (N : ℕ) :
    (N : ℝ) • (annihilation N * (annihilation N)ᵀ - (annihilation N)ᵀ * annihilation N)
      = (2 : ℝ) • spinZ N ↔ N ≤ 1 := by
  rw [truncated_boson_commutator]
  constructor
  · intro h
    by_contra hN
    have h2 : 1 < N := by omega
    -- compare the entries of the one-boson level
    have h1 := congrFun (congrFun h ⟨1, by omega⟩) ⟨1, by omega⟩
    simp only [Matrix.smul_apply, spinZ, ofNumber, Matrix.diagonal_apply_eq, smul_eq_mul,
      if_pos h2, Nat.cast_one] at h1
    linarith
  · intro hN
    have hN2 : (N : ℝ) * N = N := by
      rcases Nat.le_one_iff_eq_zero_or_eq_one.mp hN with h | h <;> simp [h]
    ext i j
    simp only [Matrix.smul_apply, spinZ, ofNumber, Matrix.diagonal_apply, smul_eq_mul]
    by_cases hij : i = j
    · subst hij
      simp only [↓reduceIte]
      by_cases h : (i : ℕ) < N
      · have hi : ((i : ℕ) : ℝ) = 0 := by exact_mod_cast (by omega : (i : ℕ) = 0)
        simp only [if_pos h]
        linear_combination 2 * hi
      · have hi : ((i : ℕ) : ℝ) = N := by
          have := i.isLt
          exact_mod_cast (by omega : (i : ℕ) = N)
        simp only [if_neg h]
        linear_combination 2 * hi - hN2
    · simp [hij]

end

end HolsteinPrimakoff
```

At low boson number, linear spin-wave theory replaces $\sqrt{N-n}$ by $\sqrt N$. The ladder operators become $\sqrt N\,a$ and $\sqrt N\,a^\dagger$, and their commutator is $N[a,a^\dagger]$, which is how the theorem writes it. The theorem says that, on the truncated space, this equals $2S^z$ if and only if $N\le1$.

By hand, compare the two diagonals:

$$N[a,a^\dagger]=\mathrm{diag}(N,\dots,N,-N^2),\qquad 2S^z=\mathrm{diag}(N,N-2,\dots,-N).$$

If $N>1$, level $1$ lies below the cutoff, and equality there would require $N=N-2$, which is impossible. If $N=0$, both matrices are zero. If $N=1$, both are $\mathrm{diag}(1,-1)$.

In the proof, `constructor` splits the "if and only if" into its two directions. The first applies `congrFun` twice to extract the entry $(1,1)$, and `linarith` finds the contradiction. The second uses `hN2`, the equation $N\cdot N=N$, which holds for $0$ and $1$.

For spins above one half, the constant factor therefore breaks the exact commutator on the truncated space. The agreement at $N=1$ is due to the cutoff: for canonical bosons on the unbounded ladder $N[a,a^\dagger]=N$ on every level, which differs from $N-2n$ as soon as $n>0$, whatever $N$ is. The theorem does not measure how good the approximation is, but the diagonals show where it is reasonable: on a level $k<N$ the two sides differ by $2k$, which is small compared with $N$ when $k$ is much smaller than $N/2$.

```lean
#print axioms HolsteinPrimakoff.holstein_primakoff
#print axioms HolsteinPrimakoff.linearised_commutator_iff
```

```
'HolsteinPrimakoff.holstein_primakoff' depends on axioms: [propext, Classical.choice, Quot.sound]
'HolsteinPrimakoff.linearised_commutator_iff' depends on axioms: [propext, Classical.choice, Quot.sound]
```
